# Uniqueness of the Boltzmann covariance for damped harmonic ring modes with balanced noise

When a Langevin thermostat is attached to the normal modes of a ring polymer, a standard scheme takes a friction for each mode and computes the strength of the random kicks from that friction and the temperature. For uncoupled harmonic modes of nonzero frequency and positive friction, with independent kicks and in continuous time, this choice makes the Boltzmann covariance stationary, and no other covariance is. Positive frictions may therefore differ from mode to mode without changing the stationary variances.

In Lean 4 with Mathlib:

```lean
import Mathlib

open Matrix

namespace RingPolymerLangevin

noncomputable section
```

## Balance of drift and noise

A mode of unit mass has position $q$, momentum $p$, frequency $\omega$ and friction $\gamma$. With $W$ a standard Wiener process and $s$ the noise strength,

$$dq = p\,dt,\qquad dp = -\omega^2 q\,dt-\gamma p\,dt+\sqrt{s}\,dW .$$

For $x=(q,p)$ the drift is $-Ax$, where

$$A=\begin{pmatrix}0&-1\\ \omega^2&\gamma\end{pmatrix}.$$

```lean
/-- The matrix `A` in the drift `-A x` of a damped harmonic ring mode of unit mass, where `x` is
(position, momentum). -/
def drift (ω γ : ℝ) : Matrix (Fin 2) (Fin 2) ℝ := !![0, -1; ω ^ 2, γ]
```

Only the momentum is kicked, so the noise matrix is $\mathrm{diag}(0,s)$.

```lean
/-- Noise matrix of a thermostat that kicks only the momentum, with strength `s`. -/
def noise (s : ℝ) : Matrix (Fin 2) (Fin 2) ℝ := !![0, 0; 0, s]
```

At inverse temperature $\beta$, the Boltzmann weight $e^{-\beta(p^2+\omega^2q^2)/2}$ has covariance $\mathrm{diag}(1/(\beta\omega^2),\,1/\beta)$. In a common ring-polymer convention with $n$ beads, $\beta$ is the physical inverse temperature divided by $n$.

```lean
/-- Boltzmann covariance of position and momentum for a mode of frequency `ω` at inverse
temperature `β`. -/
def boltzmann (β ω : ℝ) : Matrix (Fin 2) (Fin 2) ℝ := !![1 / (β * ω ^ 2), 0; 0, 1 / β]
```

Let $C_{kl}$ be the $2\times2$ block of correlations between modes $k$ and $l$. Its equation of motion is

$$\dot C_{kl}=-A_kC_{kl}-C_{kl}A_l^T+\delta_{kl}\,\mathrm{diag}(0,s_k),$$

and stationarity means that the right-hand side vanishes. The Kronecker delta says that different modes receive independent noise.

```lean
/-- The covariance blocks `C k l` between ring modes `k` and `l` are stationary when drift and
noise balance in every block; the noises of different modes are independent. -/
def IsStationary {ι : Type*} [DecidableEq ι] (ω γ s : ι → ℝ)
    (C : ι → ι → Matrix (Fin 2) (Fin 2) ℝ) : Prop :=
  ∀ k l, drift (ω k) (γ k) * C k l + C k l * (drift (ω l) (γ l))ᵀ =
    if k = l then noise (s k) else 0
```

`IsStationary` takes this balance as its definition. Starting from the stochastic differential equation would make the balance a theorem and allow statements about convergence and the Gaussian shape of the distribution, at the price of stochastic calculus. An anharmonic potential and a finite time step are also absent from the model.

## A block without noise vanishes

Let $X$ be a block between modes with parameters $(\omega,\gamma)$ and $(\omega',\gamma')$. With indices 0 for position and 1 for momentum, the entries of $AX+XA'^T$ are

$$\begin{aligned}
00:&\quad -X_{10}-X_{01}\\
01:&\quad -X_{11}+\omega'^2X_{00}+\gamma'X_{01}\\
10:&\quad \omega^2X_{00}+\gamma X_{10}-X_{11}\\
11:&\quad \omega^2X_{01}+\omega'^2X_{10}+(\gamma+\gamma')X_{11}.
\end{aligned}$$

```lean
/-- The drift side of the stationarity balance for the covariance block between two modes, written
out entry by entry. -/
theorem drift_entries (ω γ ω' γ' : ℝ) (X : Matrix (Fin 2) (Fin 2) ℝ) :
    drift ω γ * X + X * (drift ω' γ')ᵀ =
      !![-X 1 0 - X 0 1, -X 1 1 + ω' ^ 2 * X 0 0 + γ' * X 0 1;
         ω ^ 2 * X 0 0 + γ * X 1 0 - X 1 1,
         ω ^ 2 * X 0 1 + γ * X 1 1 + ω' ^ 2 * X 1 0 + γ' * X 1 1] := by
  ext i j
  -- expand the products before inserting the entries of the drift matrices
  simp only [Matrix.add_apply, Matrix.mul_apply, Fin.sum_univ_two, Matrix.transpose_apply]
  fin_cases i <;> fin_cases j <;> simp [drift] <;> ring
```

Set all four to zero and write $\delta=\omega^2-\omega'^2$, $\Gamma=\gamma+\gamma'$. The first gives $X_{10}=-X_{01}$. Subtracting the second from the third then gives $\delta X_{00}=\Gamma X_{01}$, and the fourth becomes $\delta X_{01}+\Gamma X_{11}=0$. Multiplying the second by $\Gamma^2$ and substituting leaves

$$X_{00}\left[\Gamma(\gamma\omega'^2+\gamma'\omega^2)+\delta^2\right]=0 .$$

For positive frequencies and frictions the bracket is positive, so $X_{00}=0$, and $X_{01}$, $X_{10}$ and $X_{11}$ vanish in turn. In the proof, `e1` and `e2` are the two intermediate relations and `key` is the last display; `linear_combination` checks each elimination.

```lean
/-- Without a noise source, the only stationary covariance block between two damped modes of
positive frequency is zero. -/
theorem eq_zero_of_no_noise {ω γ ω' γ' : ℝ} (hω : 0 < ω) (hγ : 0 < γ)
    (hω' : 0 < ω') (hγ' : 0 < γ') {X : Matrix (Fin 2) (Fin 2) ℝ}
    (h : drift ω γ * X + X * (drift ω' γ')ᵀ = 0) : X = 0 := by
  rw [drift_entries] at h
  have h00 : -X 1 0 - X 0 1 = 0 := congrFun (congrFun h 0) 0
  have h01 : -X 1 1 + ω' ^ 2 * X 0 0 + γ' * X 0 1 = 0 := congrFun (congrFun h 0) 1
  have h10 : ω ^ 2 * X 0 0 + γ * X 1 0 - X 1 1 = 0 := congrFun (congrFun h 1) 0
  have h11 : ω ^ 2 * X 0 1 + γ * X 1 1 + ω' ^ 2 * X 1 0 + γ' * X 1 1 = 0 :=
    congrFun (congrFun h 1) 1
  have e1 : (ω ^ 2 - ω' ^ 2) * X 0 0 - (γ + γ') * X 0 1 = 0 := by
    linear_combination h10 - h01 + γ * h00
  have e2 : (ω ^ 2 - ω' ^ 2) * X 0 1 + (γ + γ') * X 1 1 = 0 := by
    linear_combination h11 + ω' ^ 2 * h00
  -- elimination leaves the position correlation times a positive number
  have key : X 0 0 * ((γ + γ') * (γ * ω' ^ 2 + γ' * ω ^ 2) + (ω ^ 2 - ω' ^ 2) ^ 2) = 0 := by
    linear_combination (γ + γ') ^ 2 * h01 +
      (γ' * (γ + γ') + (ω ^ 2 - ω' ^ 2)) * e1 + (γ + γ') * e2
  have hpos : 0 < (γ + γ') * (γ * ω' ^ 2 + γ' * ω ^ 2) + (ω ^ 2 - ω' ^ 2) ^ 2 := by
    have h1 : 0 < (γ + γ') * (γ * ω' ^ 2 + γ' * ω ^ 2) := by positivity
    have h2 := sq_nonneg (ω ^ 2 - ω' ^ 2)
    linarith
  have ha : X 0 0 = 0 := (mul_eq_zero.mp key).resolve_right hpos.ne'
  have hb' : (γ + γ') * X 0 1 = 0 := by
    linear_combination (ω ^ 2 - ω' ^ 2) * ha - e1
  have hb : X 0 1 = 0 := (mul_eq_zero.mp hb').resolve_left (add_pos hγ hγ').ne'
  have hc : X 1 0 = 0 := by linear_combination -h00 - hb
  have hd : X 1 1 = 0 := by linear_combination -h01 + ω' ^ 2 * ha + γ' * hb
  ext i j
  fin_cases i <;> fin_cases j
  exacts [ha, hb, hc, hd]
```

## Noise strength fixed by friction and temperature

For nonzero $\beta$ and $\omega$, insert the Boltzmann covariance into the balance for one mode. The 00 entry is zero, the off-diagonal entries cancel because $\omega^2/(\beta\omega^2)=1/\beta$, and the 11 entry requires $2\gamma/\beta=s$, or $\beta s=2\gamma$.

```lean
/-- Fluctuation-dissipation relation: the Boltzmann covariance is stationary exactly when the
noise strength `s` and the friction `γ` satisfy `β s = 2 γ`. -/
theorem boltzmann_stationary_iff {β ω : ℝ} (hβ : β ≠ 0) (hω : ω ≠ 0) (γ s : ℝ) :
    drift ω γ * boltzmann β ω + boltzmann β ω * (drift ω γ)ᵀ = noise s ↔
      β * s = 2 * γ := by
  rw [drift_entries]
  have hb : β * (1 / β) = 1 := mul_one_div_cancel hβ
  have hq : ω ^ 2 * (1 / (β * ω ^ 2)) = 1 / β := by field_simp
  constructor
  · intro h
    have h11 : ω ^ 2 * 0 + γ * (1 / β) + ω ^ 2 * 0 + γ * (1 / β) = s :=
      congrFun (congrFun h 1) 1
    linear_combination (-β) * h11 + 2 * γ * hb
  · intro h
    have hs : s = 2 * γ / β := by
      rw [eq_div_iff hβ]
      linarith
    ext i j
    fin_cases i <;> fin_cases j
    · show -(0 : ℝ) - 0 = 0
      ring
    · show -(1 / β) + ω ^ 2 * (1 / (β * ω ^ 2)) + γ * 0 = 0
      linear_combination hq
    · show ω ^ 2 * (1 / (β * ω ^ 2)) + γ * 0 - 1 / β = 0
      linear_combination hq
    · show ω ^ 2 * 0 + γ * (1 / β) + ω ^ 2 * 0 + γ * (1 / β) = s
      rw [hs]
      ring
```

A common thermostat update, with time step $\Delta t$ and a standard normal number $\xi$, is

$$p\leftarrow e^{-\gamma\Delta t}p+\sqrt{(1-e^{-2\gamma\Delta t})/\beta}\;\xi .$$

To first order in $\Delta t$ its noise variance is $2\gamma\Delta t/\beta=s\,\Delta t$, the same relation.

## One mode, then all modes

If $C$ and the Boltzmann covariance both balance the same noise, their difference satisfies the noiseless equation and is zero. Symmetry of $C$ is not assumed.

```lean
/-- For one damped mode of positive frequency whose noise obeys the fluctuation-dissipation
relation, a matrix is a stationary covariance exactly when it is the Boltzmann covariance. -/
theorem mode_stationary_iff {β ω γ s : ℝ} (hω : 0 < ω) (hγ : 0 < γ)
    (hs : β * s = 2 * γ) (C : Matrix (Fin 2) (Fin 2) ℝ) :
    drift ω γ * C + C * (drift ω γ)ᵀ = noise s ↔ C = boltzmann β ω := by
  have hβ : β ≠ 0 := by
    intro h0
    rw [h0, zero_mul] at hs
    linarith
  have hB := (boltzmann_stationary_iff hβ hω.ne' γ s).mpr hs
  constructor
  · intro h
    -- the difference of two solutions feels no noise
    apply sub_eq_zero.mp
    apply eq_zero_of_no_noise hω hγ hω hγ
    rw [mul_sub, sub_mul, sub_add_sub_comm, h, hB, sub_self]
  · intro h
    rw [h]
    exact hB
```

For many modes, each diagonal block $k=l$ is this single-mode case, and each block with $k\neq l$ has no noise and vanishes. The proof splits on `k = l` accordingly. All frequencies must be positive, as they are for a ring polymer in a harmonic well; the centroid of a free ring polymer is excluded and is treated in the last section.

```lean
/-- For any set of ring modes of positive frequency and friction, with Langevin thermostats obeying
the fluctuation-dissipation relation at a common `β`, the covariance is stationary exactly when each
mode has its Boltzmann covariance and different modes are uncorrelated. -/
theorem ringPolymer_stationary_iff {ι : Type*} [DecidableEq ι] {β : ℝ} {ω γ s : ι → ℝ}
    (hω : ∀ k, 0 < ω k) (hγ : ∀ k, 0 < γ k) (hs : ∀ k, β * s k = 2 * γ k)
    (C : ι → ι → Matrix (Fin 2) (Fin 2) ℝ) :
    IsStationary ω γ s C ↔ ∀ k l, C k l = if k = l then boltzmann β (ω k) else 0 := by
  unfold IsStationary
  refine forall_congr' fun k => forall_congr' fun l => ?_
  by_cases hkl : k = l
  · subst hkl
    rw [if_pos rfl, if_pos rfl]
    exact mode_stationary_iff (hω k) (hγ k) (hs k) (C k k)
  · rw [if_neg hkl, if_neg hkl]
    constructor
    · exact eq_zero_of_no_noise (hω k) (hγ k) (hω l) (hγ l)
    · intro h
      rw [h, mul_zero, zero_mul, add_zero]
```

For $\beta>0$ and $s=2\gamma/\beta$, the single-mode result takes its explicit form, with both variances positive.

```lean
/-- With noise strength `2 γ / β`, the Boltzmann covariance is the only stationary one for a single
mode of positive frequency and friction at positive `β`, and its position and momentum variances are
positive. -/
theorem langevin_mode_covariance {β ω γ : ℝ} (hβ : 0 < β) (hω : 0 < ω) (hγ : 0 < γ) :
    (∀ C : Matrix (Fin 2) (Fin 2) ℝ,
      drift ω γ * C + C * (drift ω γ)ᵀ = noise (2 * γ / β) ↔ C = boltzmann β ω) ∧
      0 < boltzmann β ω 0 0 ∧ 0 < boltzmann β ω 1 1 := by
  refine ⟨mode_stationary_iff hω hγ (mul_div_cancel₀ _ hβ.ne'), ?_, ?_⟩
  · show 0 < 1 / (β * ω ^ 2)
    positivity
  · show 0 < 1 / β
    positivity
```

## Zero frequency and zero friction

The centroid of a free ring polymer has $\omega=0$. The off-diagonal equations then read $C_{11}=\gamma C_{01}=\gamma C_{10}$, while the 00 entry gives $C_{01}+C_{10}=0$. Adding them yields $C_{11}=0$, and the 11 entry, $2\gamma C_{11}=s$, contradicts $s\neq0$. For $\gamma>0$, this reflects a position that diffuses without bound.

```lean
/-- A free mode, of zero frequency, has no stationary covariance under nonzero noise. -/
theorem free_mode_not_stationary (γ : ℝ) {s : ℝ} (hs : s ≠ 0)
    (C : Matrix (Fin 2) (Fin 2) ℝ) :
    drift 0 γ * C + C * (drift 0 γ)ᵀ ≠ noise s := by
  intro h
  rw [drift_entries] at h
  have h00 : -C 1 0 - C 0 1 = 0 := congrFun (congrFun h 0) 0
  have h01 : -C 1 1 + 0 ^ 2 * C 0 0 + γ * C 0 1 = 0 := congrFun (congrFun h 0) 1
  have h10 : 0 ^ 2 * C 0 0 + γ * C 1 0 - C 1 1 = 0 := congrFun (congrFun h 1) 0
  have h11 : 0 ^ 2 * C 0 1 + γ * C 1 1 + 0 ^ 2 * C 1 0 + γ * C 1 1 = s :=
    congrFun (congrFun h 1) 1
  -- stationarity of the position leaves no momentum variance to dissipate the noise
  have hd : C 1 1 = 0 := by
    linear_combination (-1 / 2) * (h01 + h10) - (γ / 2) * h00
  exact hs (by linear_combination -h11 + 2 * γ * hd)
```

With $\gamma=s=0$ the relation $\beta s=2\gamma$ holds for every $\beta$. An isolated oscillator thus keeps the Boltzmann covariance of any temperature, and uniqueness is lost.

```lean
/-- Without friction and noise, the Boltzmann covariance of every inverse temperature is
stationary. -/
theorem undamped_mode_stationary {β ω : ℝ} (hβ : 0 < β) (hω : 0 < ω) :
    drift ω 0 * boltzmann β ω + boltzmann β ω * (drift ω 0)ᵀ = noise 0 :=
  (boltzmann_stationary_iff hβ.ne' hω.ne' 0 0).mpr (by ring)

end

end RingPolymerLangevin
```

```lean
#print axioms RingPolymerLangevin.ringPolymer_stationary_iff
#print axioms RingPolymerLangevin.langevin_mode_covariance
#print axioms RingPolymerLangevin.free_mode_not_stationary
#print axioms RingPolymerLangevin.undamped_mode_stationary
```

```
'RingPolymerLangevin.ringPolymer_stationary_iff' depends on axioms: [propext, Classical.choice, Quot.sound]
'RingPolymerLangevin.langevin_mode_covariance' depends on axioms: [propext, Classical.choice, Quot.sound]
'RingPolymerLangevin.free_mode_not_stationary' depends on axioms: [propext, Classical.choice, Quot.sound]
'RingPolymerLangevin.undamped_mode_stationary' depends on axioms: [propext, Classical.choice, Quot.sound]
```
